# For a positive definite response matrix and a zero starting vector, MINRES estimates a static polarizability no higher than conjugate gradients does after the same number of steps, and neither exceeds the exact value

A static electric field distorts the electrons of a molecule. In Hartree–Fock or Kohn–Sham theory with a finite basis, the linear response follows from a system $Ax=b$, with the polarizability along the field proportional to $b\cdot A^{-1}b$. If an iterative solver is stopped early, one would like to know the sign of the error in that number, and whether it depends on the solver.

In Lean 4 with Mathlib:

```lean
import Mathlib

open Matrix

namespace KrylovPolarizability

noncomputable section

variable {n : Type*} [Fintype n] [DecidableEq n]

/-- The Krylov space spanned by `b, A b, ..., A^(k-1) b`. -/
def krylov (A : Matrix n n ℝ) (b : n → ℝ) (k : ℕ) : Submodule ℝ (n → ℝ) :=
  Submodule.span ℝ (Set.range fun i : Fin k => (A ^ (i : ℕ)) *ᵥ b)

/-- The static polarizability without its positive prefactor, `b · A⁻¹ b`, for an invertible
response matrix `A` and a perturbation vector `b`. -/
def polarizability (A : Matrix n n ℝ) (b : n → ℝ) : ℝ := b ⬝ᵥ A⁻¹ *ᵥ b

/-- The squared energy-norm error of `x` as a solution of `A x = b`, for positive definite `A`. -/
def energyErrorSq (A : Matrix n n ℝ) (b x : n → ℝ) : ℝ :=
  (A⁻¹ *ᵥ b - x) ⬝ᵥ A *ᵥ (A⁻¹ *ᵥ b - x)

/-- The squared Euclidean norm of the residual `b - A y`. -/
def residualSq (A : Matrix n n ℝ) (b y : n → ℝ) : ℝ :=
  (b - A *ᵥ y) ⬝ᵥ (b - A *ᵥ y)

/-- For positive definite `A`, `x` is a conjugate gradient iterate: it minimizes the energy-norm
error over the `k`-th Krylov space. -/
def IsCG (A : Matrix n n ℝ) (b : n → ℝ) (k : ℕ) (x : n → ℝ) : Prop :=
  x ∈ krylov A b k ∧ ∀ v ∈ krylov A b k, energyErrorSq A b x ≤ energyErrorSq A b v

/-- For symmetric `A`, `y` is a MINRES iterate: it minimizes the residual norm over the `k`-th
Krylov space. -/
def IsMINRES (A : Matrix n n ℝ) (b : n → ℝ) (k : ℕ) (y : n → ℝ) : Prop :=
  y ∈ krylov A b k ∧ ∀ v ∈ krylov A b k, residualSq A b y ≤ residualSq A b v

variable {A : Matrix n n ℝ} {b : n → ℝ} {k : ℕ} {x y : n → ℝ}

/-- A positive definite `A` gives a symmetric form `v · A w`, positive on nonzero vectors,
and `A⁻¹ b` solves the linear system. -/
theorem posDef_form (hA : A.PosDef) :
    (∀ v w : n → ℝ, v ⬝ᵥ A *ᵥ w = w ⬝ᵥ A *ᵥ v) ∧
    (∀ v : n → ℝ, v ≠ 0 → 0 < v ⬝ᵥ A *ᵥ v) ∧
    (∀ c : n → ℝ, A *ᵥ (A⁻¹ *ᵥ c) = c) := by
  refine ⟨fun v w => ?_, fun v hv => ?_, fun c => ?_⟩
  · have hT : Aᵀ = A := by
      simpa only [Matrix.conjTranspose_eq_transpose_of_trivial] using hA.isHermitian.eq
    rw [Matrix.dotProduct_mulVec, ← Matrix.mulVec_transpose, hT, dotProduct_comm]
  · simpa only [star_trivial] using hA.dotProduct_mulVec_pos hv
  · rw [Matrix.mulVec_mulVec, Matrix.mul_nonsing_inv _ hA.det_pos.ne'.isUnit,
      Matrix.one_mulVec]

/-- For positive definite `A`, the squared energy-norm error changes quadratically when the
approximation `x` is shifted by `v`. -/
theorem energyErrorSq_shift (hA : A.PosDef) (b x v : n → ℝ) :
    energyErrorSq A b (x + v) =
      energyErrorSq A b x - 2 * (v ⬝ᵥ (b - A *ᵥ x)) + v ⬝ᵥ A *ᵥ v := by
  obtain ⟨hsym, -, hsol⟩ := posDef_form hA
  have h1 := hsym (A⁻¹ *ᵥ b) x
  have h2 := hsym (A⁻¹ *ᵥ b) v
  have h3 := hsym x v
  rw [hsol] at h1 h2
  simp only [energyErrorSq, Matrix.mulVec_sub, Matrix.mulVec_add, hsol, dotProduct_sub,
    dotProduct_add, sub_dotProduct, add_dotProduct]
  linarith

/-- For positive definite `A`, the conjugate gradient residual is orthogonal to the
Krylov space. -/
theorem cg_galerkin (hA : A.PosDef) (hx : IsCG A b k x) :
    ∀ v ∈ krylov A b k, v ⬝ᵥ (b - A *ᵥ x) = 0 := by
  intro v hv
  -- a quadratic in t with zero constant term that never becomes negative has no linear term
  have hd := discrim_le_zero (a := v ⬝ᵥ A *ᵥ v) (b := -2 * (v ⬝ᵥ (b - A *ᵥ x))) (c := 0)
    (fun t => by
      have h := hx.2 (x + t • v) (add_mem hx.1 (Submodule.smul_mem _ t hv))
      rw [energyErrorSq_shift hA] at h
      simp only [Matrix.mulVec_smul, dotProduct_smul, smul_dotProduct, smul_eq_mul] at h
      linarith)
  unfold discrim at hd
  nlinarith [sq_nonneg (v ⬝ᵥ (b - A *ᵥ x))]

/-- The MINRES residual is orthogonal to the image of the Krylov space under `A`. -/
theorem minres_orthogonal (hy : IsMINRES A b k y) :
    ∀ v ∈ krylov A b k, (A *ᵥ v) ⬝ᵥ (b - A *ᵥ y) = 0 := by
  intro v hv
  have hq : ∀ (r w : n → ℝ) (t : ℝ), (r - t • w) ⬝ᵥ (r - t • w) =
      r ⬝ᵥ r - 2 * t * (w ⬝ᵥ r) + t ^ 2 * (w ⬝ᵥ w) := by
    intro r w t
    simp only [dotProduct_sub, sub_dotProduct, dotProduct_smul, smul_dotProduct, smul_eq_mul]
    rw [dotProduct_comm r w]
    ring
  have hd := discrim_le_zero (a := (A *ᵥ v) ⬝ᵥ (A *ᵥ v))
    (b := -2 * ((A *ᵥ v) ⬝ᵥ (b - A *ᵥ y))) (c := 0) (fun t => by
      have h := hy.2 (y + t • v) (add_mem hy.1 (Submodule.smul_mem _ t hv))
      have e : b - A *ᵥ (y + t • v) = (b - A *ᵥ y) - t • (A *ᵥ v) := by
        rw [Matrix.mulVec_add, Matrix.mulVec_smul]
        abel
      unfold residualSq at h
      rw [e, hq] at h
      linarith)
  unfold discrim at hd
  nlinarith [sq_nonneg ((A *ᵥ v) ⬝ᵥ (b - A *ᵥ y))]

/-- For positive definite `A`, a conjugate gradient iterate exists in every Krylov space. -/
theorem exists_cg (hA : A.PosDef) (b : n → ℝ) (k : ℕ) : ∃ x, IsCG A b k x := by
  let T : krylov A b k →ₗ[ℝ] Module.Dual ℝ (krylov A b k) :=
    LinearMap.mk₂ ℝ (fun v w => (w : n → ℝ) ⬝ᵥ A *ᵥ (v : n → ℝ))
      (by intros; simp [Matrix.mulVec_add, dotProduct_add])
      (by intros; simp [Matrix.mulVec_smul, dotProduct_smul])
      (by intros; simp [add_dotProduct])
      (by intros; simp [smul_dotProduct])
  let g : Module.Dual ℝ (krylov A b k) :=
    { toFun := fun w => (w : n → ℝ) ⬝ᵥ b
      map_add' := by intros; simp [add_dotProduct]
      map_smul' := by intros; simp [smul_dotProduct] }
  -- positivity makes the projected system injective, hence solvable
  have hinj : Function.Injective T := by
    refine (injective_iff_map_eq_zero T).2 fun v hv => ?_
    by_contra hne
    have h0 : (v : n → ℝ) ⬝ᵥ A *ᵥ (v : n → ℝ) = 0 := LinearMap.congr_fun hv v
    exact ((posDef_form hA).2.1 v (fun h => hne (Subtype.ext h))).ne' h0
  obtain ⟨⟨x, hxK⟩, hx⟩ := (LinearMap.injective_iff_surjective_of_finrank_eq_finrank
    (Subspace.dual_finrank_eq).symm).1 hinj g
  refine ⟨x, hxK, fun v hv => ?_⟩
  have h0 : (v - x) ⬝ᵥ A *ᵥ x = (v - x) ⬝ᵥ b :=
    LinearMap.congr_fun hx ⟨v - x, sub_mem hv hxK⟩
  have e := energyErrorSq_shift hA b x (v - x)
  have hp : 0 ≤ (v - x) ⬝ᵥ A *ᵥ (v - x) := by
    simpa only [star_trivial] using hA.posSemidef.dotProduct_mulVec_nonneg (v - x)
  rw [add_sub_cancel, dotProduct_sub, h0] at e
  linarith

/-- Every vector of the Krylov space `k + 1` is a multiple of `b` plus `A` applied to a
vector of the Krylov space `k`. -/
theorem krylov_succ {v : n → ℝ} (hv : v ∈ krylov A b (k + 1)) :
    ∃ e : ℝ, ∃ w ∈ krylov A b k, v = e • b + A *ᵥ w := by
  unfold krylov at hv
  induction hv using Submodule.span_induction with
  | mem v hv =>
    obtain ⟨i, rfl⟩ := hv
    refine Fin.cases ?_ (fun j => ?_) i
    · exact ⟨1, 0, zero_mem _, by simp⟩
    · exact ⟨0, (A ^ (j : ℕ)) *ᵥ b, Submodule.subset_span ⟨j, rfl⟩,
        by simp [pow_succ', Matrix.mulVec_mulVec]⟩
  | zero => exact ⟨0, 0, zero_mem _, by simp⟩
  | add v w _ _ h1 h2 =>
    obtain ⟨e, p, hp, h1⟩ := h1
    obtain ⟨f, q, hq, h2⟩ := h2
    exact ⟨e + f, p + q, add_mem hp hq, by rw [h1, h2, Matrix.mulVec_add]; module⟩
  | smul c v _ h =>
    obtain ⟨e, p, hp, h⟩ := h
    exact ⟨c * e, c • p, Submodule.smul_mem _ c hp, by
      rw [h, Matrix.mulVec_smul]; module⟩

/-- For positive definite `A`, a nonzero conjugate gradient iterate overlaps positively with
any `r` that is orthogonal to `A` times the Krylov space and has `b · r > 0`. -/
theorem cg_overlap_pos (hA : A.PosDef) {r : n → ℝ} (hx : IsCG A b k x) (hx0 : x ≠ 0)
    (hr : ∀ v ∈ krylov A b k, (A *ᵥ v) ⬝ᵥ r = 0) (hbr : 0 < b ⬝ᵥ r) : 0 < x ⬝ᵥ r := by
  obtain ⟨hsym, hpos, -⟩ := posDef_form hA
  induction k generalizing x with
  | zero => exact absurd (by simpa [krylov] using hx.1) hx0
  | succ k ih =>
    have hmono : krylov A b k ≤ krylov A b (k + 1) := by
      refine Submodule.span_mono ?_
      rintro _ ⟨i, rfl⟩
      exact ⟨i.castSucc, rfl⟩
    have hr' : ∀ v ∈ krylov A b k, (A *ᵥ v) ⬝ᵥ r = 0 := fun v hv => hr v (hmono hv)
    obtain ⟨z, hz⟩ := exists_cg hA b k
    by_cases hu : x - z = 0
    · rw [sub_eq_zero.1 hu] at hx0 ⊢
      exact ih hz hx0 hr'
    have hum := sub_mem hx.1 (hmono hz.1)
    obtain ⟨e, w, hw, he⟩ := krylov_succ hum
    -- the step x - z is A-orthogonal to the previous Krylov space
    have horth : ∀ v ∈ krylov A b k, v ⬝ᵥ A *ᵥ (x - z) = 0 := by
      intro v hv
      have h1 := cg_galerkin hA hx v (hmono hv)
      have h2 := cg_galerkin hA hz v hv
      rw [dotProduct_sub] at h1 h2
      rw [Matrix.mulVec_sub, dotProduct_sub]
      linarith
    have hbu : 0 < b ⬝ᵥ (x - z) := by
      have h1 := cg_galerkin hA hx _ hum
      have h2 := horth z hz.1
      have h3 := hpos _ hu
      rw [hsym] at h2
      rw [dotProduct_sub] at h1
      rw [Matrix.mulVec_sub, dotProduct_sub] at h3
      rw [dotProduct_comm]
      linarith
    -- hence its component e along b is positive
    have huu : (x - z) ⬝ᵥ (x - z) = e * (b ⬝ᵥ (x - z)) := by
      have h3 : (A *ᵥ w) ⬝ᵥ (x - z) = 0 := by
        rw [dotProduct_comm, hsym]
        exact horth w hw
      calc (x - z) ⬝ᵥ (x - z) = (e • b + A *ᵥ w) ⬝ᵥ (x - z) := by rw [← he]
        _ = e * (b ⬝ᵥ (x - z)) := by
          rw [add_dotProduct, smul_dotProduct, h3, smul_eq_mul, add_zero]
    have hu2 : 0 < (x - z) ⬝ᵥ (x - z) := by
      have h := (posDef_form (Matrix.PosDef.one : (1 : Matrix n n ℝ).PosDef)).2.1 _ hu
      rwa [Matrix.one_mulVec] at h
    have he0 : 0 < e := by
      by_contra h
      have := mul_nonpos_of_nonpos_of_nonneg (not_lt.1 h) hbu.le
      linarith
    have hur : (x - z) ⬝ᵥ r = e * (b ⬝ᵥ r) := by
      rw [he, add_dotProduct, smul_dotProduct, hr' w hw, smul_eq_mul, add_zero]
    have hzr : 0 ≤ z ⬝ᵥ r := by
      by_cases hz0 : z = 0
      · rw [hz0, zero_dotProduct]
      · exact (ih hz hz0 hr').le
    rw [sub_dotProduct] at hur
    have := mul_pos he0 hbr
    linarith

/-- For positive definite `A` and `k ≥ 1`, the MINRES estimate lies strictly below the
conjugate gradient estimate as long as MINRES has not solved the system. -/
theorem minres_lt_cg (hA : A.PosDef) (hk : 0 < k) (hx : IsCG A b k x)
    (hy : IsMINRES A b k y) (hne : A *ᵥ y ≠ b) : b ⬝ᵥ y < b ⬝ᵥ x := by
  have hr := minres_orthogonal hy
  have hbr : 0 < b ⬝ᵥ (b - A *ᵥ y) := by
    have h1 := (posDef_form (Matrix.PosDef.one : (1 : Matrix n n ℝ).PosDef)).2.1 _
      (sub_ne_zero.2 hne.symm)
    have h2 := hr y hy.1
    rw [Matrix.one_mulVec, sub_dotProduct] at h1
    linarith
  have hx0 : x ≠ 0 := by
    intro h0
    have h := cg_galerkin hA hx b (Submodule.subset_span ⟨⟨0, hk⟩, by simp⟩)
    rw [h0, Matrix.mulVec_zero, sub_zero] at h
    rw [dotProduct_self_eq_zero.1 h, zero_dotProduct] at hbr
    exact lt_irrefl _ hbr
  -- the gap between the two estimates is the overlap of x with the MINRES residual
  have h := cg_overlap_pos hA hx hx0 hr hbr
  have g := cg_galerkin hA hx y hy.1
  have s := (posDef_form hA).1 x y
  rw [dotProduct_sub] at h g
  rw [dotProduct_comm b y, dotProduct_comm b x]
  linarith

/-- For positive definite `A`, conjugate gradients and MINRES both give lower bounds to the value
`polarizability A b`, and the MINRES value is never above the conjugate gradient value. -/
theorem minres_le_cg_le_polarizability (hA : A.PosDef) (hx : IsCG A b k x)
    (hy : IsMINRES A b k y) :
    b ⬝ᵥ y ≤ b ⬝ᵥ x ∧ b ⬝ᵥ x ≤ polarizability A b := by
  obtain ⟨hsym, -, hsol⟩ := posDef_form hA
  constructor
  · rcases Nat.eq_zero_or_pos k with hk | hk
    · subst hk
      have h1 : x = 0 := by simpa [krylov] using hx.1
      have h2 : y = 0 := by simpa [krylov] using hy.1
      rw [h1, h2]
    · by_cases h : A *ᵥ y = b
      · have g := cg_galerkin hA hx y hy.1
        have s := hsym x y
        rw [dotProduct_sub] at g
        rw [h] at s
        rw [dotProduct_comm b y, dotProduct_comm b x]
        linarith
      · exact (minres_lt_cg hA hk hx hy h).le
  · -- the energy-norm error of x is nonnegative
    have h : 0 ≤ (A⁻¹ *ᵥ b - x) ⬝ᵥ A *ᵥ (A⁻¹ *ᵥ b - x) := by
      simpa only [star_trivial] using
        hA.posSemidef.dotProduct_mulVec_nonneg (A⁻¹ *ᵥ b - x)
    have g := cg_galerkin hA hx x hx.1
    have s := hsym (A⁻¹ *ᵥ b) x
    rw [hsol] at s
    rw [dotProduct_sub] at g
    rw [Matrix.mulVec_sub, hsol, dotProduct_sub, sub_dotProduct, sub_dotProduct] at h
    rw [polarizability, dotProduct_comm b x, dotProduct_comm b (A⁻¹ *ᵥ b)]
    linarith

/-- For `A = diag(1,2)` and `b = (0,1)`, minimizing over the multiples of `(1,1)` instead of
a Krylov space puts the minimal-residual estimate above the minimal-energy-error estimate. -/
theorem order_reversed_off_krylov (A : Matrix (Fin 2) (Fin 2) ℝ) (b : Fin 2 → ℝ)
    (hA : A = !![1, 0; 0, 2]) (hb : b = ![0, 1]) :
    (∀ t : ℝ, energyErrorSq A b ![1 / 3, 1 / 3] ≤ energyErrorSq A b ![t, t]) ∧
    (∀ t : ℝ, residualSq A b ![2 / 5, 2 / 5] ≤ residualSq A b ![t, t]) ∧
    b ⬝ᵥ ![1 / 3, 1 / 3] < b ⬝ᵥ ![2 / 5, 2 / 5] := by
  have hi : A⁻¹ = !![1, 0; 0, 1 / 2] := by
    refine Matrix.inv_eq_right_inv ?_
    rw [hA]
    ext i j
    fin_cases i <;> fin_cases j <;> simp [Matrix.mul_apply, Fin.sum_univ_two]
  have hE : ∀ t : ℝ, energyErrorSq A b ![t, t] = 3 * t ^ 2 - 2 * t + 1 / 2 := by
    intro t
    rw [energyErrorSq, hi, hA, hb]
    simp [Matrix.mulVec, dotProduct, Fin.sum_univ_two]
    ring
  have hR : ∀ t : ℝ, residualSq A b ![t, t] = 5 * t ^ 2 - 4 * t + 1 := by
    intro t
    rw [residualSq, hA, hb]
    simp [dotProduct, Fin.sum_univ_two]
    ring
  refine ⟨fun t => ?_, fun t => ?_, ?_⟩
  · rw [hE, hE]
    nlinarith [sq_nonneg (t - 1 / 3)]
  · rw [hR, hR]
    nlinarith [sq_nonneg (t - 2 / 5)]
  · rw [hb]
    norm_num [dotProduct, Fin.sum_univ_two]

end

end KrylovPolarizability
```

```lean
#print axioms KrylovPolarizability.minres_le_cg_le_polarizability
#print axioms KrylovPolarizability.order_reversed_off_krylov
```

```
'KrylovPolarizability.minres_le_cg_le_polarizability' depends on axioms: [propext, Classical.choice, Quot.sound]
'KrylovPolarizability.order_reversed_off_krylov' depends on axioms: [propext, Classical.choice, Quot.sound]
```

## Two minimisers in one Krylov space

The Krylov space $K_k$ is spanned by $b, Ab,\dots,A^{k-1}b$, with $K_0=\{0\}$. In `minres_le_cg_le_polarizability`, $x$ minimises the energy-norm error over $K_k$ (`IsCG`), $y$ minimises the residual norm over the same space (`IsMINRES`), and the conclusion is

$$b\cdot y\;\le\; b\cdot x\;\le\; b\cdot A^{-1}b .$$

The theorem `minres_lt_cg` makes the first inequality strict when $k\ge 1$ and $Ay\ne b$.

The index type `n` labels the response parameters, for example occupied–virtual orbital pairs. The vector `b` is the field perturbation in that basis, `⬝ᵥ` is the dot product and `*ᵥ` applies a matrix to a vector. The hypothesis `A.PosDef` includes symmetry. Physically, it says that the energy has positive curvature at the converged reference state in every direction of these real parameters, so that this state is a strict local minimum with respect to them. The letter $A$ stands for the whole static response matrix, which is often written $A+B$ in response theory. `polarizability` omits the positive prefactor, which depends on convention.

The names `IsCG` and `IsMINRES` denote minimisation properties, not algorithms. In exact arithmetic the standard recurrences produce these minimisers. In floating-point arithmetic they do so only approximately, and the theorems do not bound the difference. The definitions also fix a zero starting vector and no preconditioner. Under these restrictions and in exact arithmetic, a response calculation stopped early gives too small a polarizability with either solver, unless the system has already been solved exactly.

## From minimality to orthogonality

Write $E(x)=(A^{-1}b-x)\cdot A(A^{-1}b-x)$ for the squared energy-norm error. Expanding it gives `energyErrorSq_shift`, used here with the shift $tv$:

$$E(x+tv)=E(x)-2t\,v\cdot(b-Ax)+t^2\,v\cdot Av .$$

For $v\in K_k$ the last two terms together are nonnegative for every real $t$, so the linear coefficient vanishes:

$$v\cdot(b-Ax)=0\qquad(v\in K_k).$$

This is `cg_galerkin`. With $r=b-Ay$, the same argument applied to $|r-tAv|^2$ gives `minres_orthogonal`: $(Av)\cdot r=0$ for $v\in K_k$. In both proofs `discrim_le_zero` supplies the fact about quadratics.

Since $y\in K_k$, the first condition and symmetry give $b\cdot y=y\cdot Ax=x\cdot Ay$. Therefore

$$b\cdot x-b\cdot y=x\cdot(b-Ay)=x\cdot r .$$

The second condition gives $b\cdot r=r\cdot r+(Ay)\cdot r=|r|^2$. If $r=0$, the two estimates agree. If $r\neq0$, then $b\cdot r>0$, and the sign of $x\cdot r$ remains to be found.

## The sign of the overlap

The lemma `cg_overlap_pos` shows $x\cdot r>0$ for nonzero $x$ by induction on $k$. At $k=0$ there is no nonzero iterate. For the step from $k$ to $k+1$, let $x$ be the iterate in $K_{k+1}$, $z$ the one in $K_k$, and $u=x-z$. If $u=0$, the induction hypothesis applies directly. Suppose $u\ne0$.

1. Subtracting the orthogonality conditions for $x$ and $z$ gives $v\cdot Au=0$ for all $v\in K_k$ (`horth`).
2. By `krylov_succ`, $u=e\,b+Aw$ with a number $e$ and $w\in K_k$.
3. Orthogonality for $x$ gives $b\cdot u=u\cdot Ax=u\cdot Au+u\cdot Az=u\cdot Au>0$, because $u\cdot Az=z\cdot Au=0$ (`hbu`).
4. Since $(Aw)\cdot u=w\cdot Au=0$, we have $|u|^2=e\,(b\cdot u)$, so $e>0$ (`huu`, `he0`).
5. Since $(Aw)\cdot r=0$, we have $u\cdot r=e\,(b\cdot r)>0$ (`hur`).
6. Either $z=0$ or the induction hypothesis applies, so $z\cdot r\ge0$ (`hzr`). Adding the two overlaps gives $x\cdot r>0$.

For $k\ge1$ and $r\ne0$, the iterate $x$ is indeed nonzero: $x=0$ would give $b\cdot b=0$, contradicting $b\cdot r>0$. For $k=0$ both estimates are zero.

The upper bound uses $x\cdot Ax=b\cdot x$, which is orthogonality with $v=x$:

$$0\le E(x)=b\cdot A^{-1}b-2\,b\cdot x+x\cdot Ax=b\cdot A^{-1}b-b\cdot x .$$

## An induction that varies $x$ and keeps $r$

The line `induction k generalizing x` lets the iterate change with $k$, so that `ih` can be applied to $z$. The vector $r$ stays fixed: it is the MINRES residual of the final space, not of the earlier ones. This works because the lemma asks only that $r$ be orthogonal to $AK_k$ and satisfy $b\cdot r>0$, and the orthogonality passes to smaller Krylov spaces.

The induction also needs $z$ to exist. `exists_cg` obtains it by solving the projected equations $v\cdot Az=v\cdot b$ on $K_k$: positivity makes this linear map injective, and equal finite dimensions make it surjective. A MINRES iterate, by contrast, is supplied as a hypothesis.

## One iteration in two dimensions

Take $A=\mathrm{diag}(1,2)$, $b=(1,1)$ and $k=1$, so both iterates are multiples of $b$. Conjugate gradients has coefficient $b\cdot b/(b\cdot Ab)=2/3$, and MINRES has $b\cdot Ab/|Ab|^2=3/5$. The estimates and the exact value are

$$\tfrac65<\tfrac43<\tfrac32 .$$

The gap $2/15$ equals $x\cdot r$, with $x=(\tfrac23,\tfrac23)$ and $r=(\tfrac25,-\tfrac15)$.

The order can fail in a trial space that is not a Krylov space. In `order_reversed_off_krylov`, the same $A$ with $b=(0,1)$ and the line through $(1,1)$ gives $1/3$ for the energy-error minimiser and $2/5$ for the residual minimiser.
